# Nodeless Wannier exciton states and their energies −mg²/(2(l+1)²)

In three dimensions, an electron and a hole with reduced mass m > 0 and potential energy −g/r, g > 0, have a bound state for every angular momentum l = 0, 1, 2, …, with radial function and energy

u(r) = r^(l+1) exp(−mgr/(l+1)),

E = −mg²/(2(l+1)²).

Here r is the electron-hole distance, u(r) = r R(r) with R the radial part of the relative wavefunction, ħ = 1, and E is the energy of the relative motion, measured from the band gap. With n = l + 1 these are the energies of the Wannier exciton series, each represented by its state of highest angular momentum, which has no radial node. The states with radial nodes, which share these energies, are not constructed.

Two constants carry the solid-state physics. The reduced mass m stands for isotropic parabolic bands near the gap. The strength g stands for the Coulomb attraction divided by a static, uniform dielectric constant. The model is an approximation to the Bethe–Salpeter equation for an electron-hole pair. Besides the assumptions above, it keeps one valence and one conduction band, each non-degenerate apart from spin, neglects electron-hole exchange and the coupling between resonant and antiresonant transitions (the Tamm–Dancoff approximation), and takes the pair to extend over many lattice cells.

## Two derivatives and a cancellation

The radial equation for r > 0 is

−u''/(2m) + l(l+1)u/(2mr²) − gu/r = Eu.

Take u = r^(l+1) exp(−κr) with a real decay constant κ still to be found. The product rule gives

u' = [(l+1)r^l − κr^(l+1)] exp(−κr).

Differentiating again and taking out a factor u,

u'' = [l(l+1)/r² − 2(l+1)κ/r + κ²] u.

For l = 0 the first term is absent, as it should be. On insertion, the centrifugal term cancels the 1/r² part of −u''/(2m), and the left side of the radial equation becomes

[((l+1)κ/m − g)/r − κ²/(2m)] u.

Since u > 0 for r > 0, it can be divided out. The equation then says that A/r − κ²/(2m) = E at every r > 0, where A = (l+1)κ/m − g. Subtracting the condition at r = 2 from the one at r = 1 gives A/2 = 0, so

κ = mg/(l+1), E = −κ²/(2m) = −mg²/(2(l+1)²).

Conversely, these values satisfy the equation at every r > 0.

## Norm, mean distance and peak

For b > 0 and a natural number k, the Gamma integral is

∫₀^∞ r^k exp(−br) dr = k!/b^(k+1).

Since u² = r^(2l+2) exp(−2κr), the squared norm is

N = (2l+2)!/(2κ)^(2l+3).

The normalised radial function is therefore u/√N. One more power of r gives ∫ r u² dr = (2l+3)!/(2κ)^(2l+4), and division by N yields the mean distance

⟨r⟩ = (2l+3)/(2κ) = (l+1)(2l+3)/(2mg).

The radial density u² peaks at r₀ = (l+1)/κ = (l+1)²/(mg). To see this, put t = r/r₀. Because κr₀ = l + 1,

u(r)/u(r₀) = (t exp(1−t))^(l+1).

The inequality x + 1 < exp x for x ≠ 0, taken at x = t − 1, gives t < exp(t−1) for t ≠ 1. The ratio is then below 1, and so is its square. For l = 0 the peak lies at 1/(mg) and the mean distance is 3/(2mg).

As l grows, (l+1)² increases without bound, so the energies rise strictly from −mg²/2 towards zero, the edge of the pair continuum.

## The radial equation in Lean

```lean
import Mathlib

open MeasureTheory Set Filter Topology

namespace WannierExciton

noncomputable section
```

The Hamiltonian is a differential expression evaluated at a point. It takes any function `u : ℝ → ℝ` and a distance `r`, and `deriv (deriv u) r` is u''(r). No Hilbert-space domain or self-adjoint extension is specified.

```lean
/-- Radial Hamiltonian of an electron-hole pair with reduced mass `m`, attraction `g / r` and
angular momentum `l`, acting on `u(r) = r R(r)`; at `m = 0` or `r = 0` Lean's divisions by zero
return zero, and the formula loses its physical meaning. -/
def radialHamiltonian (m g : ℝ) (l : ℕ) (u : ℝ → ℝ) (r : ℝ) : ℝ :=
  -(deriv (deriv u) r) / (2 * m) + l * (l + 1) / (2 * m * r ^ 2) * u r - g / r * u r
```

The trial function keeps κ free and is not normalised. Its exponent l + 1 ≥ 1 makes it vanish at the origin, which is the usual boundary condition on u.

```lean
/-- The nodeless radial function `r ^ (l + 1) * exp (-κ r)`. -/
def wave (κ : ℝ) (l : ℕ) (r : ℝ) : ℝ := r ^ (l + 1) * Real.exp (-(κ * r))
```

The energy is a function of the natural number `l`, which is converted to a real number inside the formula.

```lean
/-- The energy `-m g² / (2 n²)` with `n = l + 1`. -/
def excitonEnergy (m g : ℝ) (l : ℕ) : ℝ := -(m * g ^ 2 / (2 * ((l : ℝ) + 1) ^ 2))
```

The next two lemmas differentiate the exponential and then the trial function. The second is the formula for u' above, valid at every real r.

```lean
private lemma hasDerivAt_decay (κ r : ℝ) :
    HasDerivAt (fun x : ℝ => Real.exp (-(κ * x))) (Real.exp (-(κ * r)) * (-κ)) r := by
  have h := ((hasDerivAt_id' r).const_mul κ).fun_neg.exp
  exact h.congr_deriv (by ring)

private lemma wave_hasDerivAt (κ : ℝ) (l : ℕ) (r : ℝ) :
    HasDerivAt (wave κ l)
      ((((l : ℝ) + 1) * r ^ l - κ * r ^ (l + 1)) * Real.exp (-(κ * r))) r := by
  refine ((hasDerivAt_pow (l + 1) r).fun_mul (hasDerivAt_decay κ r)).congr_deriv ?_
  rw [Nat.add_sub_cancel]
  push_cast
  ring
```

Positivity on r > 0 will allow division by u, and the formula for u² will bring the integrals into Gamma form.

```lean
private lemma wave_pos (κ : ℝ) (l : ℕ) {r : ℝ} (hr : 0 < r) : 0 < wave κ l r :=
  mul_pos (pow_pos hr _) (Real.exp_pos _)

private lemma wave_sq (κ : ℝ) (l : ℕ) (r : ℝ) :
    wave κ l r ^ 2 = r ^ (2 * l + 2) * Real.exp (-(2 * κ * r)) := by
  have h : Real.exp (-(2 * κ * r)) = Real.exp (-(κ * r)) * Real.exp (-(κ * r)) := by
    rw [← Real.exp_add]
    congr 1
    ring
  unfold wave
  rw [h]
  ring
```

The second derivative follows by the product rule applied to u'. The step `hl` rewrites l r^(l−1) as l r^l/r and treats l = 0 separately, because subtraction of natural numbers stops at zero. After that, `field_simp` and `ring` collect the three terms.

```lean
/-- Away from the origin, the second derivative of the radial function is the function itself times
the sum of a centrifugal term, a Coulomb-like term and a constant. -/
theorem wave_second_deriv (κ : ℝ) (l : ℕ) {r : ℝ} (hr : r ≠ 0) :
    HasDerivAt (deriv (wave κ l))
      ((l * (l + 1) / r ^ 2 - 2 * (l + 1) * κ / r + κ ^ 2) * wave κ l r) r := by
  have hd : deriv (wave κ l) =
      fun x => (((l : ℝ) + 1) * x ^ l - κ * x ^ (l + 1)) * Real.exp (-(κ * x)) :=
    funext fun x => (wave_hasDerivAt κ l x).deriv
  have hl : (l : ℝ) * r ^ (l - 1) = l * r ^ l / r := by
    cases l with
    | zero => simp
    | succ k =>
      rw [Nat.add_sub_cancel, pow_succ]
      field_simp
  rw [hd]
  have h := (((hasDerivAt_pow l r).const_mul ((l : ℝ) + 1)).fun_sub
    ((hasDerivAt_pow (l + 1) r).const_mul κ)).fun_mul (hasDerivAt_decay κ r)
  refine h.congr_deriv ?_
  rw [hl, Nat.add_sub_cancel]
  unfold wave
  push_cast
  rw [pow_succ]
  field_simp
  ring
```

## Which κ and E solve the equation

The theorem `eigenstate_iff` is an equivalence: a function of this form satisfies the radial equation at every r > 0 exactly when κ and E have the stated values. It says nothing about solutions of other forms. Only m > 0 is assumed. For g ≤ 0 the equation is still solved, but then κ ≤ 0 and the function doesn't decay.

In the proof, `hH` is the expression left after the centrifugal cancellation. For the forward direction, `key` divides by u, and `h1` and `h2` are the conditions at r = 1 and r = 2, from which `linarith` obtains (l+1)κ/m = g. The reverse direction substitutes the values.

```lean
/-- The function `r ^ (l + 1) * exp (-κ r)` solves the radial equation with energy `E` exactly
when `κ = m g / (l + 1)` and `E = -m g² / (2 (l + 1)²)`. -/
theorem eigenstate_iff {m : ℝ} (hm : 0 < m) (g κ E : ℝ) (l : ℕ) :
    (∀ r > 0, radialHamiltonian m g l (wave κ l) r = E * wave κ l r) ↔
      κ = m * g / (l + 1) ∧ E = excitonEnergy m g l := by
  have hn : (l : ℝ) + 1 ≠ 0 := by positivity
  -- the centrifugal term cancels; a `1 / r` term and a constant remain
  have hH : ∀ r > 0, radialHamiltonian m g l (wave κ l) r =
      ((((l : ℝ) + 1) * κ / m - g) / r - κ ^ 2 / (2 * m)) * wave κ l r := by
    intro r hr
    have hr0 : r ≠ 0 := ne_of_gt hr
    unfold radialHamiltonian
    rw [(wave_second_deriv κ l hr0).deriv]
    field_simp
    ring
  constructor
  · intro h
    have key : ∀ r > 0, (((l : ℝ) + 1) * κ / m - g) / r - κ ^ 2 / (2 * m) = E :=
      fun r hr => mul_right_cancel₀ (wave_pos κ l hr).ne' ((hH r hr).symm.trans (h r hr))
    -- two distances suffice to separate the two terms
    have h1 := key 1 one_pos
    have h2 := key 2 two_pos
    have h3 : ((l : ℝ) + 1) * κ / m = g := by linarith
    have hκ : κ = m * g / (l + 1) := by
      rw [← h3]
      field_simp
    refine ⟨hκ, ?_⟩
    rw [← h1, h3, sub_self, zero_div, zero_sub, hκ]
    unfold excitonEnergy
    field_simp
  · rintro ⟨rfl, rfl⟩ r hr
    have hz : ((l : ℝ) + 1) * (m * g / (l + 1)) / m = g := by field_simp
    rw [hH r hr, hz, sub_self, zero_div, zero_sub]
    congr 1
    unfold excitonEnergy
    field_simp
```

## Square integrability and the bound states

The Gamma integral comes from Mathlib with real exponents; `exp_moment` converts it to natural powers and a factorial.

```lean
private lemma exp_moment {b : ℝ} (hb : 0 < b) (k : ℕ) :
    ∫ r in Ioi (0 : ℝ), r ^ k * Real.exp (-(b * r)) = (k.factorial : ℝ) / b ^ (k + 1) := by
  have h := Real.integral_rpow_mul_exp_neg_mul_Ioi
    (show (0 : ℝ) < (k : ℝ) + 1 by positivity) hb
  rw [Real.Gamma_nat_eq_factorial, add_sub_cancel_right] at h
  simp only [Real.rpow_natCast] at h
  rw [h, show (k : ℝ) + 1 = ((k + 1 : ℕ) : ℝ) by push_cast; ring, Real.rpow_natCast,
    one_div, inv_pow, div_eq_mul_inv, mul_comm]
```

The theorem `wave_norm` states both that u² is integrable on the half-line `Ioi 0` and what its integral is. The value is computed first. Since Lean assigns the integral 0 to a non-integrable function, the positive value then forces integrability.

```lean
/-- For `κ > 0` the radial function is square integrable, with squared norm
`(2l + 2)! / (2κ) ^ (2l + 3)`. -/
theorem wave_norm {κ : ℝ} (hκ : 0 < κ) (l : ℕ) :
    IntegrableOn (fun r => wave κ l r ^ 2) (Ioi 0) ∧
      ∫ r in Ioi (0 : ℝ), wave κ l r ^ 2 =
        ((2 * l + 2).factorial : ℝ) / (2 * κ) ^ (2 * l + 3) := by
  have hI : ∫ r in Ioi (0 : ℝ), wave κ l r ^ 2 =
      ((2 * l + 2).factorial : ℝ) / (2 * κ) ^ (2 * l + 3) := by
    simp only [wave_sq]
    exact exp_moment (by positivity) (2 * l + 2)
  have hpos : (0 : ℝ) < ((2 * l + 2).factorial : ℝ) / (2 * κ) ^ (2 * l + 3) := by positivity
  refine ⟨?_, hI⟩
  -- a non-integrable function would have integral zero in Lean
  by_contra h
  exact hpos.ne ((integral_undef h).symm.trans hI)
```

The main theorem combines these results for m, g > 0. For each l, the function with κ = mg/(l+1) solves the radial equation on r > 0, its square is integrable, and its squared norm is positive, so it can be normalised.

```lean
/-- Wannier exciton series: for every `l` the function `r ^ (l + 1) * exp (-m g r / (l + 1))`
solves the radial equation with energy `-m g² / (2 (l + 1)²)`, and it is normalisable. -/
theorem wannier_exciton_series {m g : ℝ} (hm : 0 < m) (hg : 0 < g) (l : ℕ) :
    (∀ r > 0, radialHamiltonian m g l (wave (m * g / (l + 1)) l) r =
      excitonEnergy m g l * wave (m * g / (l + 1)) l r) ∧
    IntegrableOn (fun r => wave (m * g / (l + 1)) l r ^ 2) (Ioi 0) ∧
    0 < ∫ r in Ioi (0 : ℝ), wave (m * g / (l + 1)) l r ^ 2 := by
  have hκ : 0 < m * g / ((l : ℝ) + 1) := by positivity
  refine ⟨(eigenstate_iff hm g _ _ l).2 ⟨rfl, rfl⟩, (wave_norm hκ l).1, ?_⟩
  rw [(wave_norm hκ l).2]
  positivity
```

## Distances and the continuum edge

Because the trial function is not normalised, the mean distance is stated as a quotient of two integrals. The inner statement `key` proves (2l+3)/(2κ) for any κ > 0, using (2l+3)! = (2l+3)(2l+2)!, and the last lines insert κ = mg/(l+1).

```lean
/-- The mean electron-hole distance in these states is `(l + 1) (2l + 3) / (2 m g)`. -/
theorem mean_radius {m g : ℝ} (hm : 0 < m) (hg : 0 < g) (l : ℕ) :
    (∫ r in Ioi (0 : ℝ), r * wave (m * g / (l + 1)) l r ^ 2) /
      (∫ r in Ioi (0 : ℝ), wave (m * g / (l + 1)) l r ^ 2) =
      (l + 1) * (2 * l + 3) / (2 * m * g) := by
  have key : ∀ κ : ℝ, 0 < κ → (∫ r in Ioi (0 : ℝ), r * wave κ l r ^ 2) /
      (∫ r in Ioi (0 : ℝ), wave κ l r ^ 2) = (2 * l + 3) / (2 * κ) := by
    intro κ hκ
    have hs : ∀ r, r * wave κ l r ^ 2 = r ^ (2 * l + 3) * Real.exp (-(2 * κ * r)) := by
      intro r
      rw [wave_sq]
      ring
    have hf : ((2 * l + 3).factorial : ℝ) = (2 * l + 3) * ((2 * l + 2).factorial : ℝ) := by
      rw [show 2 * l + 3 = (2 * l + 2) + 1 from rfl, Nat.factorial_succ]
      push_cast
      ring
    have hF : ((2 * l + 2).factorial : ℝ) ≠ 0 := by positivity
    have hP : (2 * κ) ^ (2 * l + 3) ≠ 0 := by positivity
    rw [(wave_norm hκ l).2]
    simp only [hs]
    rw [exp_moment (by positivity) (2 * l + 3), hf, pow_succ (2 * κ) (2 * l + 3)]
    generalize (2 * κ) ^ (2 * l + 3) = P at hP ⊢
    field_simp
  rw [key _ (by positivity)]
  field_simp
```

The peak theorem compares the density at any r > 0 other than r₀ with its value at r₀, which makes the maximum strict and unique on the half-line. The step `h1` is t < exp(t−1), `h2` multiplies it by r₀, and `h3` raises it to the power l + 1. Multiplying by exp(−κr) and combining exponents gives u(r) < u(r₀), which is then squared.

```lean
/-- The radial density has its strict maximum at the distance `(l + 1)² / (m g)`. -/
theorem most_probable_radius {m g r : ℝ} (hm : 0 < m) (hg : 0 < g) (l : ℕ) (hr : 0 < r)
    (hne : r ≠ ((l : ℝ) + 1) ^ 2 / (m * g)) :
    wave (m * g / (l + 1)) l r ^ 2 <
      wave (m * g / (l + 1)) l (((l : ℝ) + 1) ^ 2 / (m * g)) ^ 2 := by
  have hmg : 0 < m * g := mul_pos hm hg
  have hx : m * g * r / ((l : ℝ) + 1) ^ 2 - 1 ≠ 0 := by
    intro h
    apply hne
    have h' : m * g * r / ((l : ℝ) + 1) ^ 2 = 1 := by linarith
    rw [div_eq_iff (by positivity)] at h'
    rw [eq_div_iff hmg.ne']
    linarith
  -- the strict inequality `x + 1 < exp x` for `x ≠ 0`
  have h1 := Real.add_one_lt_exp hx
  rw [sub_add_cancel] at h1
  have h2 : r < ((l : ℝ) + 1) ^ 2 / (m * g) *
      Real.exp (m * g * r / ((l : ℝ) + 1) ^ 2 - 1) := by
    calc r = ((l : ℝ) + 1) ^ 2 / (m * g) * (m * g * r / ((l : ℝ) + 1) ^ 2) := by field_simp
      _ < _ := mul_lt_mul_of_pos_left h1 (by positivity)
  have h3 := pow_lt_pow_left₀ h2 hr.le (show l + 1 ≠ 0 by omega)
  refine pow_lt_pow_left₀ ?_ (wave_pos _ l hr).le two_ne_zero
  unfold wave
  refine (mul_lt_mul_of_pos_right h3 (Real.exp_pos _)).trans_eq ?_
  rw [mul_pow, ← Real.exp_nat_mul, mul_assoc, ← Real.exp_add]
  congr 2
  push_cast
  field_simp
  ring
```

The last theorem concerns the sequence of energies. `StrictMono` says that they increase strictly with l, and `Tendsto … atTop (𝓝 0)` that they converge to zero. The first part compares l with l + 1; the second squares the known limit 1/(l+1) → 0 and multiplies by a constant.

```lean
/-- The energies of the series increase strictly with `l` and converge to zero. -/
theorem series_limit {m g : ℝ} (hm : 0 < m) (hg : 0 < g) :
    StrictMono (excitonEnergy m g) ∧ Tendsto (excitonEnergy m g) atTop (𝓝 0) := by
  constructor
  · refine strictMono_nat_of_lt_succ fun l => ?_
    unfold excitonEnergy
    apply neg_lt_neg
    push_cast
    apply div_lt_div_of_pos_left (by positivity) (by positivity)
    nlinarith [(Nat.cast_nonneg l : (0 : ℝ) ≤ l)]
  · have h := ((tendsto_one_div_add_atTop_nhds_zero_nat (𝕜 := ℝ)).pow 2).const_mul
      (-(m * g ^ 2 / 2))
    rw [zero_pow two_ne_zero, mul_zero] at h
    refine h.congr fun l => ?_
    show -(m * g ^ 2 / 2) * (1 / ((l : ℝ) + 1)) ^ 2 = -(m * g ^ 2 / (2 * ((l : ℝ) + 1) ^ 2))
    field_simp

end

end WannierExciton
```

```lean
#print axioms WannierExciton.wannier_exciton_series
#print axioms WannierExciton.mean_radius
#print axioms WannierExciton.most_probable_radius
#print axioms WannierExciton.series_limit
```

```
'WannierExciton.wannier_exciton_series' depends on axioms: [propext, Classical.choice, Quot.sound]
'WannierExciton.mean_radius' depends on axioms: [propext, Classical.choice, Quot.sound]
'WannierExciton.most_probable_radius' depends on axioms: [propext, Classical.choice, Quot.sound]
'WannierExciton.series_limit' depends on axioms: [propext, Classical.choice, Quot.sound]
```

## Testing a radial solver

The formulas give exact targets for a numerical radial solver. On a uniform grid r_j = jh, with u set to zero at both ends, the three-point formula for u'' turns the Hamiltonian into a symmetric tridiagonal matrix with

diagonal: 1/(mh²) + l(l+1)/(2m r_j²) − g/r_j,

off-diagonal: −1/(2mh²).

Its lowest eigenvalue for given l should approach −mg²/(2(l+1)²) as the spacing h shrinks and the box grows. This relies on the standard fact, assumed here without proof, that the nodeless state is the lowest in its channel.

The mean distance helps to choose the box. In Hartree atomic units, m is in electron masses and g is the inverse dielectric constant. For m = 0.1 and a dielectric constant of 10, the l = 0 state has energy −0.0005 hartree, about −13.6 meV, and mean distance 150 bohr. For l = 2 the mean distance is already 1050 bohr, so a box that suits the first state can be far too small for the third.
